# For independent columns and invertible $T$, $1 - VTV^\dagger$ is unitary exactly when $T^{-1} + (T^{-1})^\dagger = V^\dagger V$

If $T$ is not matched to $V$, the matrix $Q = 1 - VTV^\dagger$ can destroy the orthonormality of the vectors it acts on. Take a single unit column $v$ and $T = 1$: then $Qv = v - v = 0$, and one direction is lost. The criterion in the title is a test on small matrices that detects this. For orbital coefficients in a finite orthonormal basis, a $Q$ that passes it keeps the orbitals orthonormal in exact arithmetic.

## The matrices and their sizes

```lean
import Mathlib

open Matrix

namespace CompactReflector

variable {𝕜 : Type*} [RCLike 𝕜]
variable {n m k : Type*} [Fintype n] [DecidableEq n] [Fintype m] [DecidableEq m]
  [Fintype k] [DecidableEq k]
```

The scalars `𝕜` are the real or the complex numbers. The types `n`, `m` and `k` are finite sets of labels for rows and columns. In the code, `ᴴ` is the adjoint $\dagger$ and `ᵀ` is the transpose.

```lean
/-- The compact block Householder form `1 - V T V†`, built from a block of vectors `V`
and a small coupling matrix `T`. -/
def compactReflector {n m : Type*} [DecidableEq n] [Fintype m]
    (V : Matrix n m 𝕜) (T : Matrix m m 𝕜) : Matrix n n 𝕜 :=
  1 - V * T * Vᴴ
```

Here $V$ is $n \times m$, with the block vectors as its columns, and $T$ is $m \times m$. The definition itself places no condition on either. The plain adjoint, here and in the unitarity condition below, belongs to the standard inner product, so a non-orthogonal basis with its own overlap matrix is not covered.

## From unitarity to a condition on $T$

```lean
omit [DecidableEq m] in
/-- For `Q = 1 - V T V†`, the overlap matrix `Q†Q` of the columns of `Q` equals `1 - V (T + T† - T†
(V†V) T) V†`. -/
theorem overlap_eq (V : Matrix n m 𝕜) (T : Matrix m m 𝕜) :
    (compactReflector V T)ᴴ * compactReflector V T =
      1 - V * (T + Tᴴ - Tᴴ * (Vᴴ * V) * T) * Vᴴ := by
  simp only [compactReflector, conjTranspose_sub, conjTranspose_one, conjTranspose_mul,
    conjTranspose_conjTranspose, Matrix.mul_sub, Matrix.sub_mul, Matrix.mul_add,
    Matrix.add_mul, Matrix.mul_one, Matrix.one_mul, Matrix.mul_assoc]
  abel
```

Write $G = V^\dagger V$ for the Gram matrix of the columns. Multiplying out gives

$$Q^\dagger Q = (1 - VT^\dagger V^\dagger)(1 - VTV^\dagger) = 1 - VTV^\dagger - VT^\dagger V^\dagger + VT^\dagger G T V^\dagger,$$

which is $1 - V(T + T^\dagger - T^\dagger G T)V^\dagger$. In the proof, `simp only` expands the products and `abel` collects the terms.

```lean
omit [Fintype n] [DecidableEq n] [DecidableEq m] in
/-- A block with linearly independent columns can be cancelled from the left. -/
theorem left_cancel {l : Type*} {V : Matrix n m 𝕜} (hV : LinearIndependent 𝕜 V.col)
    {X : Matrix m l 𝕜} (h : V * X = 0) : X = 0 := by
  have inj : Function.Injective V.mulVec := Matrix.mulVec_injective_iff.mpr hV
  ext i j
  -- each column of `X` is annihilated by `V`
  have hj : V *ᵥ (fun i => X i j) = V *ᵥ 0 := by
    rw [Matrix.mulVec_zero]
    ext a
    simpa [Matrix.mulVec, dotProduct, Matrix.mul_apply] using congrFun (congrFun h a) j
  exact congrFun (inj hj) i
```

The hypothesis `hV` says that the columns of $V$ are linearly independent. If $VX = 0$, each column of $X$ holds the coefficients of a vanishing combination of those columns, so it is zero. Lean expresses this as injectivity of $x \mapsto Vx$.

```lean
omit [Fintype n] [DecidableEq n] [DecidableEq m] in
/-- If the columns of `V` are linearly independent, an operator `V M V†` vanishes only
when its small matrix `M` vanishes. -/
theorem sandwich_cancel {V : Matrix n m 𝕜} (hV : LinearIndependent 𝕜 V.col)
    {M : Matrix m m 𝕜} (h : V * M * Vᴴ = 0) : M = 0 := by
  have h1 : M * Vᴴ = 0 := left_cancel hV (by rw [← Matrix.mul_assoc]; exact h)
  have h2 := congrArg conjTranspose h1
  rw [conjTranspose_mul, conjTranspose_conjTranspose, conjTranspose_zero] at h2
  exact conjTranspose_eq_zero.mp (left_cancel hV h2)
```

Suppose $VMV^\dagger = 0$. Cancelling $V$ on the left gives $MV^\dagger = 0$. The adjoint of this is $VM^\dagger = 0$, and a second cancellation gives $M^\dagger = 0$, hence $M = 0$.

```lean
/-- For invertible `T`, the quadratic condition `T + T† = T† G T` is the same as the linear
condition `T⁻¹ + (T⁻¹)† = G` on the inverse. -/
theorem quadratic_iff_linear {T : Matrix m m 𝕜} (hT : IsUnit T.det) (G : Matrix m m 𝕜) :
    T + Tᴴ - Tᴴ * G * T = 0 ↔ T⁻¹ + (T⁻¹)ᴴ = G := by
  have h1 : T * T⁻¹ = 1 := Matrix.mul_nonsing_inv T hT
  have h2 : T⁻¹ * T = 1 := Matrix.nonsing_inv_mul T hT
  have h3 : Tᴴ * (T⁻¹)ᴴ = 1 := by rw [← conjTranspose_mul, h2, conjTranspose_one]
  have h4 : (T⁻¹)ᴴ * Tᴴ = 1 := by rw [← conjTranspose_mul, h1, conjTranspose_one]
  constructor
  · intro h
    -- multiply by the inverses of `T†` and `T` from the two sides
    have e : (T⁻¹)ᴴ * (T + Tᴴ - Tᴴ * G * T) * T⁻¹ =
        (T⁻¹)ᴴ * (T * T⁻¹) + ((T⁻¹)ᴴ * Tᴴ) * T⁻¹
          - ((T⁻¹)ᴴ * Tᴴ) * G * (T * T⁻¹) := by noncomm_ring
    rw [h, h1, h4] at e
    simp only [mul_zero, zero_mul, mul_one, one_mul] at e
    rw [add_comm]
    exact sub_eq_zero.mp e.symm
  · intro h
    have e : Tᴴ * (T⁻¹ + (T⁻¹)ᴴ) * T = Tᴴ * (T⁻¹ * T) + (Tᴴ * (T⁻¹)ᴴ) * T := by
      noncomm_ring
    rw [← h, e, h2, h3, mul_one, one_mul]
    abel
```

The hypothesis `IsUnit T.det` says that $\det T \neq 0$. Multiply the quadratic expression by $(T^{-1})^\dagger$ on the left and $T^{-1}$ on the right:

$$(T^{-1})^\dagger (T + T^\dagger - T^\dagger G T)\,T^{-1} = (T^{-1})^\dagger + T^{-1} - G.$$

If the quadratic expression vanishes, so does the right-hand side. Multiplying by $T^\dagger$ and $T$ instead leads back. The two halves after `constructor` are these two directions.

```lean
/-- Compact reflector criterion: for linearly independent columns of `V` and invertible `T`,
the matrix `1 - V T V†` is unitary if and only if `T⁻¹ + (T⁻¹)† = V†V`. -/
theorem unitary_iff {V : Matrix n m 𝕜} {T : Matrix m m 𝕜}
    (hV : LinearIndependent 𝕜 V.col) (hT : IsUnit T.det) :
    compactReflector V T ∈ Matrix.unitaryGroup n 𝕜 ↔ T⁻¹ + (T⁻¹)ᴴ = Vᴴ * V := by
  rw [Matrix.mem_unitaryGroup_iff', star_eq_conjTranspose, overlap_eq, sub_eq_self,
    ← quadratic_iff_linear hT (Vᴴ * V)]
  constructor
  · exact fun h => sandwich_cancel hV h
  · intro h
    rw [h, Matrix.mul_zero, Matrix.zero_mul]
```

This is the criterion. Membership in `Matrix.unitaryGroup` is rewritten as $Q^\dagger Q = 1$. By the expansion, that means $V(T + T^\dagger - T^\dagger G T)V^\dagger = 0$. Independence removes the outer factors, and the previous lemma turns what remains into $T^{-1} + (T^{-1})^\dagger = G$. In the converse direction the middle factor is already zero, so independence is not used.

```lean
/-- Real case, for linearly independent columns of `V` and invertible `T`: the matrix `Q = 1 - V T
Vᵀ` satisfies `QᵀQ = 1` if and only if `T⁻¹ + (T⁻¹)ᵀ = VᵀV`. -/
theorem orthogonal_iff {V : Matrix n m ℝ} {T : Matrix m m ℝ}
    (hV : LinearIndependent ℝ V.col) (hT : IsUnit T.det) :
    (1 - V * T * Vᵀ)ᵀ * (1 - V * T * Vᵀ) = 1 ↔ T⁻¹ + (T⁻¹)ᵀ = Vᵀ * V := by
  have h := unitary_iff hV hT
  simp only [Matrix.mem_unitaryGroup_iff', star_eq_conjTranspose, compactReflector,
    conjTranspose_eq_transpose_of_trivial] at h
  exact h
```

Over the real numbers the adjoint is the transpose, and the same statement becomes a criterion for $Q^T Q = 1$, that is, for $Q$ to be orthogonal.

## Action on the block, and true reflections

```lean
/-- When the criterion holds, the compact reflector maps the block `V` to
`-V T (T⁻¹)†`. -/
theorem action_on_block {V : Matrix n m 𝕜} {T : Matrix m m 𝕜} (hT : IsUnit T.det)
    (h : T⁻¹ + (T⁻¹)ᴴ = Vᴴ * V) :
    compactReflector V T * V = -(V * (T * (T⁻¹)ᴴ)) := by
  have h1 : T * T⁻¹ = 1 := Matrix.mul_nonsing_inv T hT
  calc compactReflector V T * V = V - V * (T * (Vᴴ * V)) := by
        simp only [compactReflector, Matrix.sub_mul, Matrix.one_mul, Matrix.mul_assoc]
    _ = -(V * (T * (T⁻¹)ᴴ)) := by
        rw [← h, Matrix.mul_add, h1, Matrix.mul_add, Matrix.mul_one]
        abel
```

Substituting the criterion for $G$ gives

$$QV = V - VTG = V - VT\bigl(T^{-1} + (T^{-1})^\dagger\bigr) = -VT(T^{-1})^\dagger.$$

The columns need not be independent here. If $T$ is Hermitian, the result is $QV = -V$.

```lean
omit [Fintype n] [DecidableEq m] in
/-- For linearly independent columns of `V`, the compact reflector is Hermitian if and only
if `T` is Hermitian. -/
theorem hermitian_iff {V : Matrix n m 𝕜} {T : Matrix m m 𝕜}
    (hV : LinearIndependent 𝕜 V.col) :
    (compactReflector V T).IsHermitian ↔ T.IsHermitian := by
  have key : (compactReflector V T)ᴴ - compactReflector V T = V * (T - Tᴴ) * Vᴴ := by
    simp only [compactReflector, conjTranspose_sub, conjTranspose_one, conjTranspose_mul,
      conjTranspose_conjTranspose, Matrix.mul_sub, Matrix.sub_mul, Matrix.mul_assoc]
    abel
  constructor
  · intro h
    have h0 : V * (T - Tᴴ) * Vᴴ = 0 := by rw [← key, h.eq, sub_self]
    exact (sub_eq_zero.mp (sandwich_cancel hV h0)).symm
  · intro h
    have h0 : (compactReflector V T)ᴴ - compactReflector V T = 0 := by
      rw [key, h.eq, sub_self, Matrix.mul_zero, Matrix.zero_mul]
    exact sub_eq_zero.mp h0
```

Since $Q^\dagger - Q = V(T - T^\dagger)V^\dagger$, cancellation shows that $Q$ is Hermitian exactly when $T$ is. Invertibility of $T$ plays no part.

```lean
/-- For linearly independent columns of `V` and invertible `T`, the compact reflector is both
unitary and Hermitian if and only if `2 T⁻¹ = V†V`. -/
theorem unitary_and_hermitian_iff {V : Matrix n m 𝕜} {T : Matrix m m 𝕜}
    (hV : LinearIndependent 𝕜 V.col) (hT : IsUnit T.det) :
    (compactReflector V T ∈ Matrix.unitaryGroup n 𝕜 ∧ (compactReflector V T).IsHermitian) ↔
      (2 : 𝕜) • T⁻¹ = Vᴴ * V := by
  rw [unitary_iff hV hT, hermitian_iff hV]
  constructor
  · rintro ⟨h, hH⟩
    rw [← h, conjTranspose_nonsing_inv, hH.eq, two_smul]
  · intro h
    rw [two_smul] at h
    -- the Gram matrix is Hermitian, hence so are `T⁻¹` and `T`
    have h2 := congrArg conjTranspose h
    rw [conjTranspose_add, conjTranspose_mul, conjTranspose_conjTranspose, ← h] at h2
    have hi : (T⁻¹)ᴴ = T⁻¹ := by
      ext i j
      have e := congrFun (congrFun h2 i) j
      simp only [Matrix.add_apply] at e
      linear_combination e / 2
    have e : T⁻¹⁻¹ = T := Matrix.nonsing_inv_nonsing_inv T hT
    have hH : Tᴴ = T := by
      rw [← e, conjTranspose_nonsing_inv, hi]
    exact ⟨by rw [hi, h], hH⟩
```

If $Q$ is unitary and Hermitian, then $T^{-1}$ is Hermitian and the criterion reads $2T^{-1} = G$. Conversely, $G$ is always Hermitian, so $2T^{-1} = G$ makes $T^{-1}$ and $T$ Hermitian, and the criterion follows. For one nonzero column $v$ this gives $T = 2/\lVert v\rVert^2$, the ordinary Householder reflection.

## Products of compact reflectors

```lean
omit [DecidableEq m] [DecidableEq k] in
/-- Accumulation rule: the product of two compact reflectors is the compact reflector of the
joined blocks, with a block upper triangular coupling matrix. -/
theorem mul_eq_joined (V : Matrix n m 𝕜) (T : Matrix m m 𝕜)
    (W : Matrix n k 𝕜) (S : Matrix k k 𝕜) :
    compactReflector V T * compactReflector W S =
      compactReflector (fromCols V W) (fromBlocks T (-(T * (Vᴴ * W) * S)) 0 S) := by
  simp only [compactReflector, conjTranspose_fromCols_eq_fromRows_conjTranspose,
    fromCols_mul_fromBlocks, fromCols_mul_fromRows, Matrix.mul_zero, add_zero,
    Matrix.mul_neg, Matrix.neg_mul, Matrix.mul_sub, Matrix.sub_mul, Matrix.add_mul,
    Matrix.mul_one, Matrix.one_mul, Matrix.mul_assoc]
  abel
```

For a second block $W$ with coupling matrix $S$,

$$(1 - VTV^\dagger)(1 - WSW^\dagger) = 1 - VTV^\dagger - WSW^\dagger + VT(V^\dagger W)SW^\dagger.$$

This is again of compact form, with columns $(V\ W)$ and coupling matrix

$$\begin{pmatrix} T & -T V^\dagger W S \\ 0 & S \end{pmatrix}.$$

`fromCols` joins the columns and `fromBlocks` assembles the coupling matrix. The identity needs neither independence nor invertibility.

## Dependent columns

```lean
/-- For the block `V = (1 1)`, whose columns are dependent, and `T = 1`, the compact reflector
is orthogonal although `T⁻¹ + (T⁻¹)† ≠ V†V`. -/
theorem dependent_columns_counterexample :
    compactReflector (!![1, 1] : Matrix (Fin 1) (Fin 2) ℝ) 1 ∈
        Matrix.unitaryGroup (Fin 1) ℝ ∧
      (1 : Matrix (Fin 2) (Fin 2) ℝ)⁻¹ + ((1 : Matrix (Fin 2) (Fin 2) ℝ)⁻¹)ᴴ ≠
        (!![1, 1] : Matrix (Fin 1) (Fin 2) ℝ)ᴴ * (!![1, 1] : Matrix (Fin 1) (Fin 2) ℝ) := by
  constructor
  · have hQ : compactReflector (!![1, 1] : Matrix (Fin 1) (Fin 2) ℝ) 1 = -1 := by
      ext i j
      simp only [compactReflector, Matrix.mul_one, Matrix.sub_apply, Matrix.mul_apply,
        Fin.sum_univ_two, Matrix.conjTranspose_apply]
      fin_cases i
      fin_cases j
      norm_num
    rw [Matrix.mem_unitaryGroup_iff', hQ]
    simp
  · intro h
    -- compare the off-diagonal entries
    have h01 := congrFun (congrFun h 0) 1
    simp [Matrix.mul_apply] at h01

end CompactReflector
```

Take $V = (1\ \ 1)$ and $T = 1$, the $2 \times 2$ identity. Then $VTV^\dagger = 2$ and $Q = -1$, which is orthogonal. Yet $T^{-1} + (T^{-1})^\dagger$ has off-diagonal entries 0, while those of $V^\dagger V$ are 1. With dependent columns, a unitary $Q$ can therefore fail the test.

```lean
#print axioms CompactReflector.action_on_block
#print axioms CompactReflector.unitary_and_hermitian_iff
#print axioms CompactReflector.mul_eq_joined
#print axioms CompactReflector.dependent_columns_counterexample
```

```
'CompactReflector.action_on_block' depends on axioms: [propext, Classical.choice, Quot.sound]
'CompactReflector.unitary_and_hermitian_iff' depends on axioms: [propext, Classical.choice, Quot.sound]
'CompactReflector.mul_eq_joined' depends on axioms: [propext, Classical.choice, Quot.sound]
'CompactReflector.dependent_columns_counterexample' depends on axioms: [propext, Classical.choice, Quot.sound]
```
